# For fixed state densities, the Hartree slope of a two-state ensemble never exceeds the state difference up to equal weights

One way to obtain an excitation energy from an ensemble density functional calculation is to differentiate the ensemble energy with respect to the weight $w$ of the excited state; with the Hartree energy evaluated at the ensemble density and the state densities held fixed, the Hartree part of this derivative is the Hartree potential of the ensemble density integrated against the density difference of the two states. If the interaction is symmetric and positive semidefinite, this part is at most the difference of the two states' own Hartree energies for $w\le 1/2$, and equal to it at $w=1/2$.

```lean
import Mathlib

namespace GhostInteraction

noncomputable section

variable {V : Type*} [AddCommGroup V] [Module ℝ V]

/-- The Hartree energy `U(n) = B(n,n)/2` of a density `n` with pair interaction `B`. -/
def hartree (B : V →ₗ[ℝ] V →ₗ[ℝ] ℝ) (n : V) : ℝ := B n n / 2

/-- The two-state ensemble density `(1-w) n0 + w n1`. -/
def mixedDensity (n0 n1 : V) (w : ℝ) : V := (1 - w) • n0 + w • n1

/-- The density `∑ i, w i n i` of an ensemble of finitely many states. -/
def ensembleDensity {ι : Type*} [Fintype ι] (w : ι → ℝ) (n : ι → V) : V :=
  ∑ i, w i • n i

/-- For a symmetric interaction, the Hartree energy of the mixed density is the weighted
average of the state Hartree energies minus the ghost term `w(1-w) U(n1-n0)`. -/
theorem hartree_mixedDensity (B : V →ₗ[ℝ] V →ₗ[ℝ] ℝ) (hs : ∀ x y, B x y = B y x)
    (n0 n1 : V) (w : ℝ) :
    hartree B (mixedDensity n0 n1 w) =
      (1 - w) * hartree B n0 + w * hartree B n1 - w * (1 - w) * hartree B (n1 - n0) := by
  simp only [hartree, mixedDensity, map_add, map_sub, map_smul, LinearMap.add_apply,
    LinearMap.sub_apply, LinearMap.smul_apply, smul_eq_mul]
  rw [hs n1 n0]
  ring

/-- For a symmetric interaction, the slope of the ensemble Hartree energy in the weight `w`
is the difference of the state Hartree energies plus `(2w-1) U(n1-n0)`. -/
theorem hartree_slope (B : V →ₗ[ℝ] V →ₗ[ℝ] ℝ) (hs : ∀ x y, B x y = B y x)
    (n0 n1 : V) (w : ℝ) :
    HasDerivAt (fun v => hartree B (mixedDensity n0 n1 v))
      (hartree B n1 - hartree B n0 + (2 * w - 1) * hartree B (n1 - n0)) w := by
  -- the ensemble energy is a quadratic polynomial in the weight
  have hf : (fun v => hartree B (mixedDensity n0 n1 v)) = fun v =>
      (1 - v) * hartree B n0 + v * hartree B n1 - v * (1 - v) * hartree B (n1 - n0) :=
    funext fun v => hartree_mixedDensity B hs n0 n1 v
  rw [hf]
  have h1 : HasDerivAt (fun v : ℝ => v) 1 w := hasDerivAt_id' w
  have h2 : HasDerivAt (fun v : ℝ => 1 - v) (-1) w := h1.const_sub 1
  refine (((h2.mul_const (hartree B n0)).fun_add (h1.mul_const (hartree B n1))).fun_sub
    ((h1.fun_mul h2).mul_const (hartree B (n1 - n0)))).congr_deriv ?_
  ring

/-- For a symmetric positive semidefinite interaction and `w ≤ 1/2`, the Hartree slope is at
most the difference of the state Hartree energies. -/
theorem slope_le_difference (B : V →ₗ[ℝ] V →ₗ[ℝ] ℝ) (hs : ∀ x y, B x y = B y x)
    (hp : ∀ x, 0 ≤ B x x) (n0 n1 : V) {w : ℝ} (hw : w ≤ 1 / 2) :
    deriv (fun v => hartree B (mixedDensity n0 n1 v)) w ≤ hartree B n1 - hartree B n0 := by
  rw [(hartree_slope B hs n0 n1 w).deriv]
  have hU : 0 ≤ hartree B (n1 - n0) := div_nonneg (hp _) (by norm_num)
  have hm : 0 ≤ (1 - 2 * w) * hartree B (n1 - n0) := mul_nonneg (by linarith) hU
  linarith

/-- For a symmetric interaction with `U(n1-n0) > 0`, the Hartree slope is strictly below the
difference of the state Hartree energies exactly when `w < 1/2`. -/
theorem slope_lt_difference_iff (B : V →ₗ[ℝ] V →ₗ[ℝ] ℝ) (hs : ∀ x y, B x y = B y x)
    (n0 n1 : V) (hU : 0 < hartree B (n1 - n0)) (w : ℝ) :
    deriv (fun v => hartree B (mixedDensity n0 n1 v)) w < hartree B n1 - hartree B n0 ↔
      w < 1 / 2 := by
  rw [(hartree_slope B hs n0 n1 w).deriv]
  constructor
  · intro h
    by_contra hc
    have hm : 0 ≤ (2 * w - 1) * hartree B (n1 - n0) :=
      mul_nonneg (by linarith [not_lt.mp hc]) hU.le
    linarith
  · intro h
    have hm : 0 < (1 - 2 * w) * hartree B (n1 - n0) := mul_pos (by linarith) hU
    linarith

/-- For a symmetric interaction, the Hartree slope equals the difference of the state Hartree
energies exactly when `w = 1/2` or `U(n1-n0) = 0`. -/
theorem slope_eq_difference_iff (B : V →ₗ[ℝ] V →ₗ[ℝ] ℝ) (hs : ∀ x y, B x y = B y x)
    (n0 n1 : V) (w : ℝ) :
    deriv (fun v => hartree B (mixedDensity n0 n1 v)) w = hartree B n1 - hartree B n0 ↔
      w = 1 / 2 ∨ hartree B (n1 - n0) = 0 := by
  rw [(hartree_slope B hs n0 n1 w).deriv]
  constructor
  · intro h
    have hm : (2 * w - 1) * hartree B (n1 - n0) = 0 := by linarith
    rcases mul_eq_zero.mp hm with h | h
    · left
      linarith
    · exact Or.inr h
  · rintro (h | h)
    · rw [h]
      ring
    · rw [h]
      ring

/-- Moving an amount `t` of weight from state `a` to state `b` shifts the ensemble density
by `t (n b - n a)`. -/
theorem ensembleDensity_transfer {ι : Type*} [Fintype ι] [DecidableEq ι]
    (w : ι → ℝ) (n : ι → V) (a b : ι) (t : ℝ) :
    ensembleDensity (w + t • (Pi.single b 1 - Pi.single a 1)) n =
      ensembleDensity w n + t • (n b - n a) := by
  simp only [ensembleDensity, Pi.add_apply, Pi.smul_apply, Pi.sub_apply, smul_eq_mul,
    add_smul, mul_smul, sub_smul, Finset.sum_add_distrib, ← Finset.smul_sum,
    Finset.sum_sub_distrib, Pi.single_apply, ite_smul, one_smul, zero_smul,
    Finset.sum_ite_eq', Finset.mem_univ, ↓reduceIte]

/-- For a symmetric interaction and an ensemble of density `N`, the Hartree slope for moving
weight from state `a` to state `b` is `U(n b) - U(n a) + U(N - n a) - U(N - n b)`. -/
theorem hartree_transfer_slope {ι : Type*} [Fintype ι] [DecidableEq ι]
    (B : V →ₗ[ℝ] V →ₗ[ℝ] ℝ) (hs : ∀ x y, B x y = B y x)
    (w : ι → ℝ) (n : ι → V) (a b : ι) :
    HasDerivAt
      (fun t : ℝ => hartree B (ensembleDensity (w + t • (Pi.single b 1 - Pi.single a 1)) n))
      (hartree B (n b) - hartree B (n a) + hartree B (ensembleDensity w n - n a)
        - hartree B (ensembleDensity w n - n b)) 0 := by
  simp only [ensembleDensity_transfer]
  generalize ensembleDensity w n = N
  -- expand the energy along the line of transferred weight
  have hf : (fun t : ℝ => hartree B (N + t • (n b - n a))) = fun t : ℝ =>
      hartree B N + t * B N (n b - n a) + t * t * hartree B (n b - n a) := by
    funext t
    have hc := hs (n b - n a) N
    simp only [hartree, map_add, map_smul, LinearMap.add_apply, LinearMap.smul_apply,
      smul_eq_mul]
    rw [hc]
    ring
  rw [hf]
  have h1 : HasDerivAt (fun t : ℝ => t) 1 0 := hasDerivAt_id' 0
  refine (((h1.mul_const (B N (n b - n a))).const_add (hartree B N)).fun_add
    ((h1.fun_mul h1).mul_const (hartree B (n b - n a)))).congr_deriv ?_
  simp only [hartree, map_sub, LinearMap.sub_apply]
  rw [hs (n a) N, hs (n b) N]
  ring

/-- A two-site density interaction with on-site strength `1` and intersite strength `1/2`. -/
def twoSite : (Fin 2 → ℝ) →ₗ[ℝ] (Fin 2 → ℝ) →ₗ[ℝ] ℝ :=
  LinearMap.mk₂ ℝ (fun x y => x 0 * y 0 + x 1 * y 1 + (x 0 * y 1 + x 1 * y 0) / 2)
    (by intros; simp only [Pi.add_apply]; ring)
    (by intros; simp only [Pi.smul_apply, smul_eq_mul]; ring)
    (by intros; simp only [Pi.add_apply]; ring)
    (by intros; simp only [Pi.smul_apply, smul_eq_mul]; ring)

/-- The two-site interaction is symmetric and positive semidefinite, and the site densities
`(2,0)` and `(1,1)` have `U(n1-n0) = 1/2`. -/
theorem twoSite_witness :
    (∀ x y, twoSite x y = twoSite y x) ∧ (∀ x, 0 ≤ twoSite x x) ∧
      hartree twoSite (![1, 1] - ![2, 0]) = 1 / 2 := by
  refine ⟨fun x y => ?_, fun x => ?_, ?_⟩
  · simp only [twoSite, LinearMap.mk₂_apply]
    ring
  · simp only [twoSite, LinearMap.mk₂_apply]
    nlinarith [sq_nonneg (x 0 + x 1), sq_nonneg (x 0), sq_nonneg (x 1)]
  · norm_num [hartree, twoSite, LinearMap.mk₂_apply]

end

end GhostInteraction
```

```lean
#print axioms GhostInteraction.slope_le_difference
-- 'GhostInteraction.slope_le_difference' depends on axioms: [propext, Classical.choice, Quot.sound]
#print axioms GhostInteraction.slope_lt_difference_iff
-- 'GhostInteraction.slope_lt_difference_iff' depends on axioms: [propext, Classical.choice, Quot.sound]
#print axioms GhostInteraction.slope_eq_difference_iff
-- 'GhostInteraction.slope_eq_difference_iff' depends on axioms: [propext, Classical.choice, Quot.sound]
#print axioms GhostInteraction.hartree_transfer_slope
-- 'GhostInteraction.hartree_transfer_slope' depends on axioms: [propext, Classical.choice, Quot.sound]
```

## Densities, interaction and slopes

Densities are elements of a real vector space `V`, which may be infinite-dimensional. The pair interaction is a bilinear map `B`, and `hartree B n` is $U(n)=B(n,n)/2$. For electrons in space one has in mind, in atomic units,

$$B(n,m)=\iint \frac{n(\mathbf r)\,m(\mathbf r')}{|\mathbf r-\mathbf r'|}\,d\mathbf r\,d\mathbf r'$$

on densities for which the integral is finite. The hypothesis `hs` says that $B(x,y)=B(y,x)$: the interaction energy of two charge clouds does not depend on which is named first. The hypothesis `hp` says that $B(x,x)\ge 0$: no charge distribution has negative electrostatic self-energy, even one of zero total charge such as $n_1-n_0$.

The ground and excited states have densities $n_0$ and $n_1$, written `n0` and `n1`, and `mixedDensity n0 n1 w` is $n_w=(1-w)n_0+w\,n_1$. The weight $w$ belongs to the excited state, so $w=1/2$ is the equal-weight ensemble. Nothing restricts `w` to $[0,1]$, and nothing requires the densities to be positive or normalised.

The central theorem, `hartree_slope`, states that $U(n_w)$ is differentiable in $w$, with

$$\frac{d}{dw}U(n_w)=U(n_1)-U(n_0)+(2w-1)\,U(n_1-n_0).$$

Three comparisons with the state difference $U(n_1)-U(n_0)$ follow:

- `slope_le_difference`: for positive semidefinite $B$ and $w\le 1/2$, the slope is at most the state difference.
- `slope_lt_difference_iff`: if $U(n_1-n_0)>0$, the slope is strictly below the state difference exactly when $w<1/2$.
- `slope_eq_difference_iff`: the two agree exactly when $w=1/2$ or $U(n_1-n_0)=0$.

The last two do not assume positive semidefiniteness. All three assume symmetry, which matches the Coulomb interaction and shortens the proofs, but the statements hold without it, because $U(n)=B(n,n)/2$ depends only on the symmetric part of $B$.

For finitely many states with densities $n_i$ and weights $w_i$, let $N=\sum_i w_i n_i$. The theorem `hartree_transfer_slope` moves weight $t$ from state $a$ to state $b$ and gives the slope at $t=0$ as

$$U(n_b)-U(n_a)+U(N-n_a)-U(N-n_b).$$

It therefore equals $U(n_b)-U(n_a)$ precisely when $N$ differs from both state densities by the same self-energy.

## What the slope means in a Kohn–Sham calculation

Let $n_0$ and $n_1$ be the densities of two Kohn–Sham states built from the same orbitals, the excited one with one electron promoted from $\varphi_H$ to $\varphi_L$, so that $n_1-n_0=|\varphi_L|^2-|\varphi_H|^2$. These need not be the densities of the interacting states. The Hartree potential $v_w$ of $n_w$ then contributes

$$\int v_w(\mathbf r)\,\bigl(|\varphi_L(\mathbf r)|^2-|\varphi_H(\mathbf r)|^2\bigr)\,d\mathbf r=B(n_w,n_1-n_0)$$

to the orbital energy difference. This is the slope above. In the limit $w\to 0$ the potential is that of the ground state, and the contribution is $U(n_1)-U(n_0)-U(n_1-n_0)$. This is lower than the state difference by $U(n_1-n_0)$. When the Hartree energy is evaluated at the ensemble density, as here, any correction for this term has to come from the exchange-correlation part.

The step from this model to a self-consistent calculation is the response of the orbitals. There $n_0$ and $n_1$ themselves change with $w$, and the total derivative of $U(n_w)$ acquires further terms. The formula describes the explicit weight dependence alone.

The name "ghost term" also needs care. Ghost interaction usually means the cross term $w(1-w)B(n_0,n_1)$, in which the densities of different states repel each other. In the code it means $w(1-w)U(n_1-n_0)$, the weighted average of the state energies minus the ensemble energy. This contains the cross term with a minus sign, together with the effect of squaring the weights in the diagonal terms.

## From the quadratic energy to the inequality

Bilinearity and symmetry give

$$U(n_w)=(1-w)^2U(n_0)+w^2U(n_1)+w(1-w)B(n_0,n_1).$$

The same expansion for the difference density reads $U(n_1-n_0)=U(n_0)+U(n_1)-B(n_0,n_1)$. Solving for $B(n_0,n_1)$ and inserting it, the coefficient of $U(n_0)$ becomes $(1-w)^2+w(1-w)=1-w$, and that of $U(n_1)$ becomes $w^2+w(1-w)=w$. Hence

$$U(n_w)=(1-w)U(n_0)+w\,U(n_1)-w(1-w)U(n_1-n_0).$$

This is `hartree_mixedDensity`. Its `simp only` call expands by linearity, `rw [hs n1 n0]` identifies the two cross terms, and `ring` collects coefficients.

Since the derivative of $-w(1-w)$ is $2w-1$, differentiation gives the slope formula. In `hartree_slope`, the equality `hf` replaces the energy by this polynomial, the sum and product rules supply a derivative, and `congr_deriv` followed by `ring` brings it to the stated form.

The slope minus the state difference is $(2w-1)U(n_1-n_0)$. For $w\le 1/2$ the first factor is nonpositive, and positive semidefiniteness makes the second nonnegative, so the product is at most zero. The Lean proof writes this as $(1-2w)U(n_1-n_0)\ge 0$ and finishes with `linarith`.

If $U(n_1-n_0)>0$, the product is negative exactly when $2w-1<0$. One direction in Lean assumes $w\ge 1/2$ and reaches a contradiction; the other multiplies two positive numbers. For equality, the product must vanish, and `mul_eq_zero` splits this into the two stated cases.

## Moving weight among several states

Raising $w_b$ by $t$ and lowering $w_a$ by $t$ changes the ensemble density from $N$ to $N+t(n_b-n_a)$. This is `ensembleDensity_transfer`, where `Pi.single b 1` is the weight vector with a one at $b$ and zeros elsewhere. With $d=n_b-n_a$,

$$U(N+td)=U(N)+t\,B(N,d)+t^2U(d),$$

so the slope at $t=0$ is $B(N,n_b)-B(N,n_a)$. To express it through self-energies, expand

$$U(N-n_a)=U(N)+U(n_a)-B(N,n_a),$$

and likewise for $b$. Solving for the two cross terms and subtracting cancels $U(N)$ and leaves the stated formula. The proof of `hartree_transfer_slope` has the same order: `hf` is the expansion in $t$, the derivative rules act at zero, and the closing `simp only`, `rw` and `ring` convert $B(N,d)$ into self-energies.

With two states and $N=n_w$, one has $N-n_0=w(n_1-n_0)$ and $N-n_1=-(1-w)(n_1-n_0)$. The correction becomes $[w^2-(1-w)^2]U(n_1-n_0)=(2w-1)U(n_1-n_0)$, as before.

## Two electrons on two sites

The interaction `twoSite` has on-site strength $1$ and intersite strength $1/2$. The theorem `twoSite_witness` confirms that it is symmetric and positive semidefinite; the latter follows from

$$B(x,x)=x_0^2+x_1^2+x_0x_1=\tfrac12\bigl[(x_0+x_1)^2+x_0^2+x_1^2\bigr].$$

It also gives $U(n_1-n_0)=1/2$ for $n_0=(2,0)$ and $n_1=(1,1)$, so the correction is nonzero away from equal weights.

Direct evaluation gives $U(n_0)=2$ and $U(n_1)=3/2$, a state difference of $-1/2$. The slope is $-1/2+(2w-1)/2=w-1$: it is $-1$ at $w=0$, which is $1/2$ below the state difference, and rises to the state difference $-1/2$ at $w=1/2$.
